# On finitely many sites, e^(ikX) is diagonal in the site basis with entries e^(ikxᵢ)

Take a finite set of sites, each with a real position xᵢ, and let X be the diagonal matrix of these positions. The theorem `phase_eq` states that, for every real k, the matrix exponential e^(ikX) is the diagonal matrix whose entry at site i is the complex number e^(ikxᵢ). The positions need not be distinct or evenly spaced, and no Hamiltonian or state enters. The proof first shows that ikX is diagonal, then uses `Matrix.exp_diagonal` to move the exponential inside the diagonal, and finally compares the entries site by site.

In Lean, a first try:

```lean
import Mathlib

open Matrix

namespace VelocityNonlocalPotential

noncomputable section

variable {n : Type*} [Fintype n] [DecidableEq n]

/-- The position operator: a diagonal matrix with the real site positions as entries. -/
def position (x : n → ℝ) : Matrix n n ℂ :=
  Matrix.diagonal (fun i => (x i : ℂ))

/-- The plane-wave factor `e^(ikX)`, a matrix exponential. -/
def phase (x : n → ℝ) (k : ℝ) : Matrix n n ℂ :=
  NormedSpace.exp ((Complex.I * (k : ℂ)) • position x)

/-- The plane-wave factor is diagonal, with the phase `e^(ikx)` at each site. -/
theorem phase_eq (x : n → ℝ) (k : ℝ) :
    phase x k = Matrix.diagonal (fun i => Complex.exp (Complex.I * k * x i)) := by
  have h : (Complex.I * (k : ℂ)) • position x
      = Matrix.diagonal (fun i => Complex.I * (k : ℂ) * (x i : ℂ)) := by
    ext i j
    by_cases hij : i = j
    · subst hij
      simp [position]
    · simp [position, hij]
  rw [phase, h, Matrix.exp_diagonal]
  congr 1
  funext i
  rw [Pi.exp_apply, Complex.exp_eq_exp_ℂ]

end

end VelocityNonlocalPotential
```

The compiler's answer:

```
Main.lean:32:6: error(lean.unknownIdentifier): Unknown identifier `Pi.exp_apply`
Main.lean:21:80: error: unsolved goals
n : Type u_1
inst✝¹ : Fintype n
inst✝ : DecidableEq n
x : n → ℝ
k : ℝ
h : (Complex.I * ↑k) • position x = diagonal fun i => Complex.I * ↑k * ↑(x i)
i : n
⊢ NormedSpace.exp (fun i => Complex.I * ↑k * ↑(x i)) i = Complex.exp (Complex.I * ↑k * ↑(x i))
```

The first message says that Lean knows no `Pi.exp_apply` in this context, so the rewrite meant to evaluate the exponential at a site cannot run. The second shows the goal this leaves open. On its left, `NormedSpace.exp` is applied to a whole function on the sites, and the result is then evaluated at `i`; on its right is the `Complex.exp` of a single number.

The repair drops the unknown name and keeps the rewrite by `Complex.exp_eq_exp_ℂ`, which turns the right side into `NormedSpace.exp` too. What remains is that exponentiating the function and then evaluating at `i` gives the same as evaluating first and then exponentiating. `NormedSpace.map_exp` proves this, since it lets a continuous ring homomorphism pass through the exponential. Here the homomorphism is evaluation at `i`, given by `Pi.evalRingHom`, and `continuous_apply i` supplies its continuity. The added comment only explains this step.

The change, after which it compiles:

```diff
@@ -30,5 +30,8 @@
   congr 1
   funext i
-  rw [Pi.exp_apply, Complex.exp_eq_exp_ℂ]
+  rw [Complex.exp_eq_exp_ℂ]
+  -- evaluation at a site is a continuous ring homomorphism, so it commutes with exp
+  exact NormedSpace.map_exp (Pi.evalRingHom (fun _ : n => ℂ) i) (continuous_apply i)
+    (fun j => Complex.I * (k : ℂ) * (x j : ℂ))
 
 end
```
